# The First n Spectral Moments of a Complex n × n Matrix Fix Its Characteristic Polynomial

In a tight-binding calculation the traces of $H, H^2, H^3, \dots$ can be obtained by multiplying matrices, or by summing over closed walks on the network of bonds, before anything is diagonalized. (With nonzero site energies, a walk may also stay on a site for a step.) Suppose that two Hamiltonians, perhaps written for differently numbered sites or with different signs of the orbitals, give the same traces. To conclude that they have the same levels, one has to know how many traces must be compared. For $n$ orbitals, the first $n$ are enough: they fix all $n$ levels, including their multiplicities.

The Hamiltonian is represented by a complex $n\times n$ matrix, where $n$ is any natural number. It need not be Hermitian, so the result also applies to effective Hamiltonians with complex levels. That such a matrix describes a given molecule or solid, as a one-electron Hamiltonian in a finite orthonormal orbital basis, is a physical assumption that the theorems leave to the user.

In Lean 4 with Mathlib:

```lean
import Mathlib

open Polynomial

namespace SpectralMoments

noncomputable section

variable {n : ℕ}
```

## Moments as traces of powers

The $k$-th moment of a matrix $A$ is

$$\mu_k(A)=\operatorname{tr}A^k .$$

Textbooks often divide this by $n$, which gives the moment of a density of states normalized to one. The bare trace is used here, so $\mu_0(A)=n$.

```lean
/-- The `k`-th spectral moment of a Hamiltonian matrix: the trace of its `k`-th power. -/
def moment (A : Matrix (Fin n) (Fin n) ℂ) (k : ℕ) : ℂ := (A ^ k).trace
```

The type `Matrix (Fin n) (Fin n) ℂ` holds the Hamiltonian matrix, and `Fin n` labels the orbitals $0,\dots,n-1$.

A three-site Hückel ring will show what happens when one moment too few is compared. With the site energy as zero and the common hopping amplitude as the unit of energy, its matrix is

$$T(s)=\begin{pmatrix}0&1&s\\1&0&1\\s&1&0\end{pmatrix}.$$

The letter $s$ is the hopping amplitude between sites 0 and 2, not an overlap integral. The value $s=1$ gives the ordinary ring, and $s=-1$ gives its Möbius partner.

```lean
/-- The three-site ring with zero site energies, two hopping amplitudes equal to one and
the third equal to `s`. -/
def triangle (s : ℂ) : Matrix (Fin 3) (Fin 3) ℂ := !![0, 1, s; 1, 0, 1; s, 1, 0]
```

## The n levels as zeros of the characteristic polynomial

The characteristic polynomial $\chi_A(X)=\det(X-A)$ is monic and has degree $n$. Over the complex numbers it splits into linear factors,

$$\chi_A(X)=\prod_{i=0}^{n-1}(X-E_i),$$

and the numbers $E_i$ are the levels of $A$. Each one appears as often as its multiplicity as a zero, which for a Hermitian matrix is its degeneracy.

```lean
/-- A complex `n × n` matrix has `n` levels `E i`, listed with multiplicity, which are the
zeros of its characteristic polynomial. -/
theorem exists_levels (A : Matrix (Fin n) (Fin n) ℂ) :
    ∃ E : Fin n → ℂ, A.charpoly = ∏ i, (X - C (E i)) := by
  -- a list of length `m` can be indexed by `Fin m`
  have key : ∀ (m : ℕ) (l : List ℂ), l.length = m →
      ∃ E : Fin m → ℂ, (l.map fun a => X - C a).prod = ∏ i, (X - C (E i)) := by
    intro m
    induction m with
    | zero =>
      intro l h
      exact ⟨fun _ => 0, by simp [List.length_eq_zero_iff.mp h]⟩
    | succ m ih =>
      intro l h
      cases l with
      | nil => simp at h
      | cons a l =>
        obtain ⟨E, hE⟩ := ih l (by simpa using h)
        exact ⟨Fin.cons (α := fun _ => ℂ) a E, by simp [Fin.prod_univ_succ, hE]⟩
  have hcard := splits_iff_card_roots.mp (IsAlgClosed.splits A.charpoly)
  have hprod := prod_multiset_X_sub_C_of_monic_of_roots_card_eq A.charpoly_monic hcard
  obtain ⟨E, hE⟩ := key n A.charpoly.roots.toList (by
    rw [Multiset.length_toList, hcard, Matrix.charpoly_natDegree_eq_dim, Fintype.card_fin])
  refine ⟨E, ?_⟩
  rw [← hE, ← Multiset.prod_coe, ← Multiset.map_coe, Multiset.coe_toList, hprod]
```

Mathlib supplies the zeros as a multiset, a collection with repetitions but without order. The proof turns it into a list and numbers the entries by induction on the length, so that the levels become a function `E : Fin n → ℂ`. The numbering is arbitrary and does not sort the levels by energy.

## The secular determinant

Inserting a number $t$ for $X$ gives the secular determinant

$$\chi_M(t)=\det(t\,\mathbf 1-M).$$

When $M$ is a Hamiltonian, $t$ is an energy, not a hopping amplitude.

```lean
/-- The characteristic polynomial at energy `t` is the secular determinant `det (t - M)`. -/
theorem secular_det (M : Matrix (Fin n) (Fin n) ℂ) (t : ℂ) :
    M.charpoly.eval t = (t • (1 : Matrix (Fin n) (Fin n) ℂ) - M).det := by
  rw [Matrix.charpoly, ← coe_evalRingHom, RingHom.map_det]
  congr 1
  ext i j
  rcases eq_or_ne i j with rfl | h
  · simp
  · simp [h]
```

Evaluation at $t$ respects sums and products, so it can be carried inside the determinant. The two matrices are then compared entry by entry, on and off the diagonal.

## Determinants of polynomials in the Hamiltonian

For one linear factor, the secular determinant gives

$$\det(A-a)=(-1)^n\det(a-A)=(-1)^n\prod_i(a-E_i)=\prod_i(E_i-a).$$

A general polynomial factors as $p(X)=c\prod_j(X-a_j)$, with $c=0$ and no factors if $p=0$. Since the determinant of a product is the product of the determinants,

$$\det p(A)=c^n\prod_j\prod_i(E_i-a_j)=\prod_i\Bigl(c\prod_j(E_i-a_j)\Bigr)=\prod_i p(E_i).$$

No eigenvectors are used, so $A$ need not be diagonalizable.

```lean
/-- If `A` has the levels `E i`, the determinant of any polynomial `p` in `A` is the product
of the values `p (E i)`. -/
theorem det_polynomial {A : Matrix (Fin n) (Fin n) ℂ} {E : Fin n → ℂ}
    (hE : A.charpoly = ∏ i, (X - C (E i))) (p : ℂ[X]) :
    (aeval A p).det = ∏ i, p.eval (E i) := by
  -- one linear factor: the secular determinant up to sign
  have hlin : ∀ a : ℂ, (aeval A (X - C a)).det = ∏ i, (X - C a).eval (E i) := by
    intro a
    have h1 : aeval A (X - C a) = -(a • (1 : Matrix (Fin n) (Fin n) ℂ) - A) := by
      rw [map_sub, aeval_X, aeval_C, Algebra.algebraMap_eq_smul_one, neg_sub]
    have h2 : ∀ i, (X - C a).eval (E i) = (-1) * (a - E i) := by
      intro i
      rw [eval_sub, eval_X, eval_C]
      ring
    rw [h1, Matrix.det_neg, ← secular_det, hE, eval_prod, Finset.prod_congr rfl fun i _ => h2 i,
      Finset.prod_mul_distrib]
    simp
  -- products of linear factors
  have hmul : ∀ s : Multiset ℂ, (aeval A (s.map fun a => X - C a).prod).det
      = ∏ i, (s.map fun a => X - C a).prod.eval (E i) := by
    intro s
    induction s using Multiset.induction_on with
    | empty => simp
    | cons a s ih =>
      simp only [Multiset.map_cons, Multiset.prod_cons, map_mul, Matrix.det_mul, eval_mul,
        Finset.prod_mul_distrib]
      rw [ih, hlin]
  have hp := C_leadingCoeff_mul_prod_multiset_X_sub_C
    (splits_iff_card_roots.mp (IsAlgClosed.splits p))
  rw [← hp, map_mul, Matrix.det_mul, hmul, aeval_C, Algebra.algebraMap_eq_smul_one,
    Matrix.det_smul, Matrix.det_one]
  simp only [eval_mul, eval_C, Finset.prod_mul_distrib, Finset.prod_const, Finset.card_univ,
    mul_one]
```

The expression `aeval A p` is the matrix $p(A)$. The step `hlin` treats one linear factor, `hmul` extends it to products by induction on the multiset of zeros, and `hp` factors $p$. The determinant of $c\,\mathbf 1$ then provides $c^n$.

## Moments as power sums of the levels

The product over numbered levels is the same as the product over their multiset, since multiplication does not depend on the order:

```lean
/-- The product of the factors `X - E i` over the numbered levels equals the product over the
multiset of levels. -/
theorem prod_levels_eq (E : Fin n → ℂ) : ∏ i, (X - C (E i))
    = ((Finset.univ.val.map E).map fun a => X - C a).prod := by
  rw [Multiset.map_map]
  rfl
```

Now take $p(X)=t-X^k$. The determinant formula becomes

$$\det(t-A^k)=\prod_i(t-E_i^k)$$

for every complex $t$. Two polynomials that agree at every complex number are equal, so

$$\chi_{A^k}(X)=\prod_i(X-E_i^k).$$

The levels of $A^k$ are therefore the $k$-th powers of those of $A$, with multiplicities. The trace of a matrix is the sum of the zeros of its characteristic polynomial, and hence

$$\mu_k(A)=\sum_i E_i^k .$$

```lean
/-- The `k`-th moment of a matrix with levels `E i` is the sum of the `k`-th powers of its
levels. -/
theorem moment_eq_sum_levels {A : Matrix (Fin n) (Fin n) ℂ} {E : Fin n → ℂ}
    (hE : A.charpoly = ∏ i, (X - C (E i))) (k : ℕ) : moment A k = ∑ i, E i ^ k := by
  -- the levels of `A ^ k` are the `k`-th powers of those of `A`
  have hk : (A ^ k).charpoly = ∏ i, (X - C (E i ^ k)) := by
    apply Polynomial.funext
    intro t
    have h := det_polynomial hE (C t - X ^ k)
    rw [map_sub, aeval_C, map_pow, aeval_X, Algebra.algebraMap_eq_smul_one] at h
    rw [secular_det, h, eval_prod]
    simp
  rw [moment, Matrix.trace_eq_sum_roots_charpoly, hk, prod_levels_eq (fun i => E i ^ k),
    roots_multiset_prod_X_sub_C]
  rfl
```

The hypothesis `hE` says that the numbers `E i` are the levels of `A`. `Polynomial.funext` passes from agreement at every `t` to equality of polynomials, and `Matrix.trace_eq_sum_roots_charpoly` turns the trace into a sum of zeros.

## From power sums back to the polynomial

Write $p_k=\sum_iE_i^k$ for the power sums, and $e_k$ for the elementary symmetric functions: $e_0=1$, $e_1=\sum_iE_i$, $e_2=\sum_{i<j}E_iE_j$, and so on up to $e_n=\prod_iE_i$. Newton's identities connect the two families:

$$k\,e_k=(-1)^{k+1}\sum_{\substack{a+b=k\\a<k}}(-1)^a e_a\,p_b .$$

For $1\le k\le n$, the right-hand side contains only $e_a$ with $a<k$ and $p_b$ with $1\le b\le k$. Starting from $e_0=1$ and dividing by $k$ at each stage, one obtains $e_1,\dots,e_n$ from $p_1,\dots,p_n$. If a second set of levels $F_i$ has the same first $n$ power sums, it has the same elementary symmetric functions. Up to sign, these are the coefficients of the polynomial,

$$\prod_i(X-E_i)=\sum_{j=0}^{n}(-1)^j e_j X^{n-j},$$

so the two products are equal.

```lean
/-- Two sets of `n` levels whose power sums of orders `1` to `n` agree are the zeros of the
same polynomial. -/
theorem levels_of_power_sums (E F : Fin n → ℂ)
    (h : ∀ k, 1 ≤ k → k ≤ n → ∑ i, E i ^ k = ∑ i, F i ^ k) :
    ∏ i, (X - C (E i)) = ∏ i, (X - C (F i)) := by
  -- Newton's identities fix the elementary symmetric functions one after another
  have he : ∀ k, k ≤ n → MvPolynomial.aeval E (MvPolynomial.esymm (Fin n) ℂ k)
      = MvPolynomial.aeval F (MvPolynomial.esymm (Fin n) ℂ k) := by
    intro k
    induction k using Nat.strong_induction_on with
    | _ k ih =>
      intro hkn
      rcases Nat.eq_zero_or_pos k with rfl | hk
      · simp
      have newton := MvPolynomial.mul_esymm_eq_sum (σ := Fin n) (R := ℂ) k
      have h1 := congrArg (MvPolynomial.aeval E) newton
      have h2 := congrArg (MvPolynomial.aeval F) newton
      simp only [map_mul, map_natCast, map_sum, map_pow, map_neg, map_one] at h1 h2
      have hk0 : (k : ℂ) ≠ 0 := Nat.cast_ne_zero.mpr (by omega)
      apply mul_left_cancel₀ hk0
      rw [h1, h2]
      congr 1
      apply Finset.sum_congr rfl
      intro a ha
      rw [Finset.mem_filter, Finset.HasAntidiagonal.mem_antidiagonal] at ha
      have hp : MvPolynomial.aeval E (MvPolynomial.psum (Fin n) ℂ a.2)
          = MvPolynomial.aeval F (MvPolynomial.psum (Fin n) ℂ a.2) := by
        simpa [MvPolynomial.psum] using h a.2 (by omega) (by omega)
      rw [ih a.1 ha.2 (by omega), hp]
  -- these functions are the coefficients of the polynomial
  rw [prod_levels_eq, prod_levels_eq, Multiset.prod_X_sub_X_eq_sum_esymm,
    Multiset.prod_X_sub_X_eq_sum_esymm]
  simp only [Multiset.card_map, Finset.card_val, Finset.card_univ, Fintype.card_fin]
  apply Finset.sum_congr rfl
  intro j hj
  have hj' := he j (by rw [Finset.mem_range] at hj; omega)
  rw [MvPolynomial.aeval_esymm_eq_multiset_esymm,
    MvPolynomial.aeval_esymm_eq_multiset_esymm] at hj'
  rw [hj']
```

The central device is `MvPolynomial.mul_esymm_eq_sum`, Mathlib's form of Newton's identities. It is an equation between polynomials in formal variables, one for each element of `Fin n`, and contains no particular levels. The map `MvPolynomial.aeval E` replaces the variables by the numbers `E i`, and `MvPolynomial.aeval F` replaces them by `F i`. Because both maps respect sums and products, a single formal identity yields the two numerical equations `h1` and `h2`, whose right-hand sides can be compared term by term.

In each term, `a` is a pair whose entries add up to `k`, with `a.1 < k`. The induction hypothesis `ih` covers the elementary symmetric function of order `a.1`, and the assumption `h` covers the power sum of order `a.2`, which is at least 1. The call to `mul_left_cancel₀` is the division by $k$.

## Equal moments, equal characteristic polynomials

Let $A$ have levels $E_i$ and $B$ have levels $F_i$. If $\mu_k(A)=\mu_k(B)$ for $k=1,\dots,n$, then $\sum_iE_i^k=\sum_iF_i^k$ for the same $k$, and the previous step gives

$$\chi_A=\prod_i(X-E_i)=\prod_i(X-F_i)=\chi_B .$$

```lean
/-- Two complex `n × n` matrices whose moments of orders `1` to `n` agree have the same
characteristic polynomial. -/
theorem charpoly_eq_of_moments (A B : Matrix (Fin n) (Fin n) ℂ)
    (h : ∀ k, 1 ≤ k → k ≤ n → moment A k = moment B k) : A.charpoly = B.charpoly := by
  obtain ⟨E, hE⟩ := exists_levels A
  obtain ⟨F, hF⟩ := exists_levels B
  rw [hE, hF]
  apply levels_of_power_sums
  intro k h1 hn
  rw [← moment_eq_sum_levels hE, ← moment_eq_sum_levels hF]
  exact h k h1 hn
```

In words, for any two complex $n\times n$ matrices, equality of the moments of orders 1 to $n$ implies equality of the characteristic polynomials. The hypothesis `h` demands exact equality. For moments that agree only within a tolerance, the theorem gives no bound on the differences between levels.

What is fixed is the set of levels, not the matrix. The zero $2\times2$ matrix and $\begin{pmatrix}0&1\\0&0\end{pmatrix}$ have the same moments, although only the first is diagonalizable. For non-interacting electrons in a finite orthonormal basis, equal moments of two Hermitian Hamiltonians also mean equal ground-state energies at the same electron number, since these energies are sums over the lowest levels.

The smallest cases can be read off directly. For $n=0$ there is nothing to compare, and both characteristic polynomials are 1. For $n=1$ the first moment is the single matrix element, which is the level. For $n=2$ Newton's identities give

$$\chi_A(X)=X^2-\mu_1X+\tfrac12(\mu_1^2-\mu_2).$$

In the Hückel model of ethylene, with site energy $\alpha$ and hopping amplitude $\beta$, the moments are $\mu_1=2\alpha$ and $\mu_2=2\alpha^2+2\beta^2$. The constant term is then $\alpha^2-\beta^2$, and the zeros are the familiar levels $\alpha\pm\beta$.

## The converse and the higher moments

If $\chi_A=\chi_B$, the same numbers $E_i$ serve as levels of both matrices. Then $\mu_k(A)=\sum_iE_i^k=\mu_k(B)$ for every $k$.

```lean
/-- Matrices with the same characteristic polynomial have equal moments of every order. -/
theorem moments_of_charpoly_eq {A B : Matrix (Fin n) (Fin n) ℂ}
    (h : A.charpoly = B.charpoly) (k : ℕ) : moment A k = moment B k := by
  obtain ⟨E, hE⟩ := exists_levels A
  rw [moment_eq_sum_levels hE, moment_eq_sum_levels (h.symm.trans hE)]
```

Combining the two directions, agreement of the first $n$ moments implies agreement of all the others. Once those $n$ agree, higher moments cannot distinguish the two matrices.

```lean
/-- If the moments of orders `1` to `n` of two `n × n` matrices agree, so do the moments of
every order. -/
theorem higher_moments (A B : Matrix (Fin n) (Fin n) ℂ)
    (h : ∀ k, 1 ≤ k → k ≤ n → moment A k = moment B k) (k : ℕ) : moment A k = moment B k :=
  moments_of_charpoly_eq (charpoly_eq_of_moments A B h) k
```

## Two moments do not suffice for three sites

For the ring $T(s)$ the first three moments are

$$\mu_1=0,\qquad \mu_2=4+2s^2,\qquad \mu_3=6s .$$

The third moment sums over closed walks of three steps. There are three starting sites and two directions, and each walk crosses the bond with amplitude $s$ once. Reversing the sign of $s$ leaves $\mu_1=0$ and $\mu_2=6$ unchanged, but turns $\mu_3=6$ into $-6$. Equal characteristic polynomials would require equal third moments, so the polynomials differ. Explicitly, they are $X^3-3X-2$ for $s=1$, with levels $2,-1,-1$, and $X^3-3X+2$ for $s=-1$, with levels $-2,1,1$.

```lean
/-- The three-site rings with third hopping amplitude `1` and `-1` are Hermitian and agree in
their first two moments, but their characteristic polynomials differ. -/
theorem two_moments_insufficient :
    (triangle 1).IsHermitian ∧ (triangle (-1)).IsHermitian ∧
    (∀ k, 1 ≤ k → k ≤ 2 → moment (triangle 1) k = moment (triangle (-1)) k) ∧
    (triangle 1).charpoly ≠ (triangle (-1)).charpoly := by
  refine ⟨?_, ?_, ?_, ?_⟩
  · ext i j
    fin_cases i <;> fin_cases j <;> simp [triangle]
  · ext i j
    fin_cases i <;> fin_cases j <;> simp [triangle]
  · intro k h1 h2
    interval_cases k <;>
      simp [moment, triangle, pow_succ, Matrix.trace_fin_three]
  · -- the third moment counts the closed walks around the ring, with their sign
    intro h
    have h3 : ∀ s : ℂ, moment (triangle s) 3 = 6 * s := by
      intro s
      simp [moment, triangle, pow_succ, Matrix.trace_fin_three]
      ring
    have h6 := moments_of_charpoly_eq h 3
    rw [h3, h3] at h6
    norm_num at h6

end

end SpectralMoments
```

The theorem joins four statements: both matrices are Hermitian, their moments of orders 1 and 2 agree, and their characteristic polynomials differ. The first three parts are checked by computing entries and traces. For the last, `h3` computes the third moment for general `s`, and `moments_of_charpoly_eq` would force $6=-6$. Even for Hermitian matrices, then, $n-1$ moments are not enough when $n=3$.

```lean
#print axioms SpectralMoments.charpoly_eq_of_moments
-- 'SpectralMoments.charpoly_eq_of_moments' depends on axioms: [propext, Classical.choice, Quot.sound]
#print axioms SpectralMoments.higher_moments
-- 'SpectralMoments.higher_moments' depends on axioms: [propext, Classical.choice, Quot.sound]
#print axioms SpectralMoments.two_moments_insufficient
-- 'SpectralMoments.two_moments_insufficient' depends on axioms: [propext, Classical.choice, Quot.sound]
```
